# Split charges have a unique energy minimum and vanish as all bonds stiffen

Take two atoms, 0 and 1, joined by one bond. Moving a charge $p$ across it gives them the charges $p$ and $-p$. With electronegativities $\chi_0,\chi_1$, a symmetric atomic hardness matrix $J$ and a bond hardness $\kappa>0$, the energy is

$$E(p)=(\chi_0-\chi_1)p+\tfrac12(J_{00}+J_{11}-2J_{01})p^2+\tfrac12\kappa p^2 .$$

If the $J$ bracket is nonnegative, the only minimum is

$$p=\frac{\chi_1-\chi_0}{J_{00}+J_{11}-2J_{01}+\kappa},\qquad |p|\le\frac{|\chi_0-\chi_1|}{\kappa}.$$

The bond term is enough to give this bound; the nonnegative atomic bracket can only lower the transfer. A unique minimum and a bound of the same kind are proved below for any finite network of atoms (type `n`) and bonds (type `m`), when $J$ is positive semidefinite and the bond energy is bounded below by that of bonds of hardness $\kappa>0$.

```lean
import Mathlib

open Matrix Filter Topology

namespace SplitChargeEquilibration

noncomputable section

variable {n m : Type*} [Fintype n] [Fintype m]
```

## Energy and bond gradient

Split charges are a real vector $p$ on the bonds, with Euclidean norm $\|p\|=\sqrt{p\cdot p}$. It is defined here as `length`, because Mathlib's built-in norm on functions is the largest absolute value of a component.

```lean
/-- The Euclidean norm `√(v · v)` of a real vector. -/
def length {k : Type*} [Fintype k] (v : k → ℝ) : ℝ := √(v ⬝ᵥ v)
```

A matrix $D$ turns split charges into atomic charges $Dp$. In practice its entries are $\pm1$ and $0$, and each column sums to zero, which conserves total charge; the theorems allow any real $D$. With a bond matrix $K$,

$$E(p)=\chi\cdot Dp+\tfrac12(Dp)\cdot J(Dp)+\tfrac12\,p\cdot Kp .$$

In Lean, `⬝ᵥ` is the dot product and `*ᵥ` applies a matrix to a vector.

```lean
/-- The split-charge energy: atoms with electronegativities `χ` and hardness matrix `J` carry
the charges `D p`, and the split charges `p` on the bonds cost energy through `K`. -/
def energy (χ : n → ℝ) (J : Matrix n n ℝ) (D : Matrix n m ℝ) (K : Matrix m m ℝ)
    (p : m → ℝ) : ℝ :=
  χ ⬝ᵥ D *ᵥ p + (D *ᵥ p) ⬝ᵥ J *ᵥ (D *ᵥ p) / 2 + p ⬝ᵥ K *ᵥ p / 2
```

For symmetric $J$ and $K$, the atomic potentials are $\chi+JDp$. Carried to the bonds and added to the bond response $Kp$, they give the gradient of the energy

$$g(p)=D^{T}(\chi+JDp)+Kp .$$

```lean
/-- The atomic vector `χ + J D p`, carried to the bonds by `Dᵀ`, plus the bond response `K p`. For
symmetric `J` and `K` this is the gradient of `energy` with respect to `p`. -/
def bondGradient (χ : n → ℝ) (J : Matrix n n ℝ) (D : Matrix n m ℝ) (K : Matrix m m ℝ)
    (p : m → ℝ) : m → ℝ :=
  Dᵀ *ᵥ (χ + J *ᵥ (D *ᵥ p)) + K *ᵥ p
```

A minimiser is global: no other split charges have lower energy.

```lean
/-- The split charges `p` have the lowest energy among all split charges. -/
def IsMinimiser (χ : n → ℝ) (J : Matrix n n ℝ) (D : Matrix n m ℝ) (K : Matrix m m ℝ)
    (p : m → ℝ) : Prop :=
  ∀ p', energy χ J D K p ≤ energy χ J D K p'
```

Moving $D$ across a dot product gives $p\cdot D^Tv=(Dp)\cdot v$.

```lean
/-- Pairing split charges with a potential carried to the bonds equals pairing the atomic
charges with the potential on the atoms. -/
theorem dot_transpose (D : Matrix n m ℝ) (p : m → ℝ) (v : n → ℝ) :
    p ⬝ᵥ Dᵀ *ᵥ v = (D *ᵥ p) ⬝ᵥ v := by
  rw [Matrix.dotProduct_mulVec, Matrix.vecMul_transpose]
```

## Growth away from balance

Shift $p$ by $h$. For symmetric $J$ and $K$ the two cross terms in each quadratic form are equal, so

$$E(p+h)=E(p)+h\cdot g(p)+\tfrac12\big[(Dh)\cdot J(Dh)+h\cdot Kh\big].$$

In the proof, `h1` and `h2` are these two symmetries, and `linear_combination` adds them with weight one half.

```lean
variable {χ : n → ℝ} {J : Matrix n n ℝ} {D : Matrix n m ℝ} {K : Matrix m m ℝ} {κ : ℝ}

/-- For symmetric `J` and `K`, the energy after a shift `h` of the split charges is the old
energy, plus a linear term given by the bond gradient, plus the quadratic energy of `h`. -/
theorem energy_add (hJ : J.IsSymm) (hK : K.IsSymm) (p h : m → ℝ) :
    energy χ J D K (p + h) = energy χ J D K p + h ⬝ᵥ bondGradient χ J D K p
      + ((D *ᵥ h) ⬝ᵥ J *ᵥ (D *ᵥ h) + h ⬝ᵥ K *ᵥ h) / 2 := by
  have h1 : (D *ᵥ p) ⬝ᵥ J *ᵥ (D *ᵥ h) = (D *ᵥ h) ⬝ᵥ J *ᵥ (D *ᵥ p) := by
    have := dot_transpose J (D *ᵥ p) (D *ᵥ h)
    rw [hJ.eq] at this
    exact this.trans (dotProduct_comm _ _)
  have h2 : p ⬝ᵥ K *ᵥ h = h ⬝ᵥ K *ᵥ p := by
    have := dot_transpose K p h
    rw [hK.eq] at this
    exact this.trans (dotProduct_comm _ _)
  simp only [energy, bondGradient, Matrix.mulVec_add, dotProduct_add, add_dotProduct,
    dot_transpose]
  linear_combination h1 / 2 + h2 / 2 + dotProduct_comm χ (D *ᵥ h)
```

Two conditions now enter. $J$ is positive semidefinite (`hJ0`): no set of atomic charges has negative quadratic energy. And $p\cdot Kp\ge\kappa\|p\|^2$ (`hKκ`): every pattern of transfer costs at least what bonds of hardness $\kappa$ would charge. If $g(p)=0$, setting $h=p'-p$ gives

$$E(p')\ge E(p)+\tfrac{\kappa}{2}\|p'-p\|^2 .$$

```lean
/-- For symmetric positive semidefinite `J` and symmetric `K` bounded below by `κ`, the energy
rises from a point of zero bond gradient by at least `κ/2` times the squared displacement. -/
theorem energy_growth (hJ : J.IsSymm) (hJ0 : ∀ q, 0 ≤ q ⬝ᵥ J *ᵥ q) (hK : K.IsSymm)
    (hKκ : ∀ p, κ * (p ⬝ᵥ p) ≤ p ⬝ᵥ K *ᵥ p) {p : m → ℝ}
    (hp : bondGradient χ J D K p = 0) (p' : m → ℝ) :
    energy χ J D K p + κ / 2 * ((p' - p) ⬝ᵥ (p' - p)) ≤ energy χ J D K p' := by
  have h := energy_add (χ := χ) (D := D) hJ hK p (p' - p)
  rw [add_sub_cancel, hp, dotProduct_zero] at h
  linarith [hJ0 (D *ᵥ (p' - p)), hKκ (p' - p)]
```

## A balanced point exists

Split charges are balanced when $g(p)=0$, that is, when $Ap=-D^T\chi$, where $A=D^TJD+K$ is the total bond hardness. If $Ax=0$, then

$$0=x\cdot Ax=(Dx)\cdot J(Dx)+x\cdot Kx\ge\kappa\|x\|^2,$$

so $x=0$.

The passage from "no zero mode" to "solvable" is Mathlib's `LinearMap.injective_iff_surjective`: a linear map from a finite-dimensional space to itself is injective exactly when it is surjective. `mulVecLin` presents $A$ as such a map, and surjectivity then supplies a preimage of $-D^T\chi$. No determinant or inverse matrix appears.

```lean
/-- If `J` is positive semidefinite and `K` is bounded below by `κ > 0`, some split charges
make the bond gradient vanish. -/
theorem exists_balance (χ : n → ℝ) (D : Matrix n m ℝ) (hJ0 : ∀ q, 0 ≤ q ⬝ᵥ J *ᵥ q)
    (hκ : 0 < κ) (hKκ : ∀ p, κ * (p ⬝ᵥ p) ≤ p ⬝ᵥ K *ᵥ p) :
    ∃ p, bondGradient χ J D K p = 0 := by
  have hT : ∀ x, (Dᵀ * (J * D) + K).mulVecLin x
      = Dᵀ *ᵥ (J *ᵥ (D *ᵥ x)) + K *ᵥ x := by
    intro x
    simp only [Matrix.mulVecLin_apply, Matrix.add_mulVec, Matrix.mulVec_mulVec]
  -- the total bond hardness has no zero mode
  have hinj : Function.Injective (Dᵀ * (J * D) + K).mulVecLin := by
    refine (injective_iff_map_eq_zero _).2 fun x hx => ?_
    rw [hT] at hx
    have h := congrArg (fun v => x ⬝ᵥ v) hx
    simp only [dotProduct_add, dot_transpose, dotProduct_zero] at h
    have h0 : 0 ≤ x ⬝ᵥ x := Finset.sum_nonneg fun i _ => mul_self_nonneg (x i)
    have h1 : x ⬝ᵥ x = 0 := by nlinarith [hJ0 (D *ᵥ x), hKκ x]
    exact dotProduct_self_eq_zero.1 h1
  obtain ⟨p, hp⟩ := LinearMap.injective_iff_surjective.1 hinj (-(Dᵀ *ᵥ χ))
  refine ⟨p, ?_⟩
  rw [hT] at hp
  rw [bondGradient, Matrix.mulVec_add, add_assoc, hp, add_neg_cancel]
```

Let $p_0$ be balanced and $p$ a minimiser. Then

$$E(p_0)+\tfrac{\kappa}{2}\|p-p_0\|^2\le E(p)\le E(p_0),$$

which forces $p=p_0$. Conversely, growth makes every balanced point a minimiser.

```lean
/-- For symmetric positive semidefinite `J` and symmetric `K` bounded below by `κ > 0`, split
charges minimise the energy exactly when their bond gradient vanishes. -/
theorem isMinimiser_iff (hJ : J.IsSymm) (hJ0 : ∀ q, 0 ≤ q ⬝ᵥ J *ᵥ q) (hK : K.IsSymm)
    (hκ : 0 < κ) (hKκ : ∀ p, κ * (p ⬝ᵥ p) ≤ p ⬝ᵥ K *ᵥ p) (p : m → ℝ) :
    IsMinimiser χ J D K p ↔ bondGradient χ J D K p = 0 := by
  constructor
  · intro hp
    -- a minimiser cannot lie away from a balanced point
    obtain ⟨p₀, h₀⟩ := exists_balance χ D hJ0 hκ hKκ
    have h1 := energy_growth hJ hJ0 hK hKκ h₀ p
    have h2 := hp p₀
    have h3 : 0 ≤ (p - p₀) ⬝ᵥ (p - p₀) :=
      Finset.sum_nonneg fun i _ => mul_self_nonneg ((p - p₀) i)
    have h4 : (p - p₀) ⬝ᵥ (p - p₀) = 0 := by nlinarith
    rw [sub_eq_zero.1 (dotProduct_self_eq_zero.1 h4)]
    exact h₀
  · intro hp p'
    have h1 := energy_growth hJ hJ0 hK hKκ hp p'
    have h3 : 0 ≤ (p' - p) ⬝ᵥ (p' - p) :=
      Finset.sum_nonneg fun i _ => mul_self_nonneg ((p' - p) i)
    have h4 : 0 ≤ κ / 2 * ((p' - p) ⬝ᵥ (p' - p)) := by positivity
    linarith
```

## The bound and the stiff limit

The same growth argument gives uniqueness. For the bound, write $b=D^T\chi$ and pair $g(p)=0$ with $p$:

$$\kappa\|p\|^2\le(Dp)\cdot J(Dp)+p\cdot Kp-(Dp)\cdot J(Dp)=-p\cdot b-(Dp)\cdot J(Dp)\le-p\cdot b .$$

Hence

$$0\le\|\kappa p+b\|^2=\kappa^2\|p\|^2+2\kappa\,p\cdot b+\|b\|^2\le\|b\|^2-\kappa^2\|p\|^2,$$

and $\|p\|\le\|b\|/\kappa$.

```lean
/-- Split-charge equilibration: for symmetric positive semidefinite `J` and symmetric `K`
bounded below by `κ > 0`, the energy has a unique minimiser, whose norm is at most
that of `Dᵀ χ` divided by `κ`. -/
theorem unique_minimiser_and_bound (χ : n → ℝ) (D : Matrix n m ℝ) (hJ : J.IsSymm)
    (hJ0 : ∀ q, 0 ≤ q ⬝ᵥ J *ᵥ q) (hK : K.IsSymm) (hκ : 0 < κ)
    (hKκ : ∀ p, κ * (p ⬝ᵥ p) ≤ p ⬝ᵥ K *ᵥ p) :
    (∃! p, IsMinimiser χ J D K p) ∧
      ∀ p, IsMinimiser χ J D K p → length p ≤ length (Dᵀ *ᵥ χ) / κ := by
  have hiff := isMinimiser_iff (χ := χ) (D := D) hJ hJ0 hK hκ hKκ
  constructor
  · obtain ⟨p, hp⟩ := exists_balance χ D hJ0 hκ hKκ
    refine ⟨p, (hiff p).2 hp, fun p' hp' => ?_⟩
    have h1 := energy_growth hJ hJ0 hK hKκ hp p'
    have h2 := hp' p
    have h3 : 0 ≤ (p' - p) ⬝ᵥ (p' - p) :=
      Finset.sum_nonneg fun i _ => mul_self_nonneg ((p' - p) i)
    have h4 : (p' - p) ⬝ᵥ (p' - p) = 0 := by nlinarith
    exact sub_eq_zero.1 (dotProduct_self_eq_zero.1 h4)
  · intro p hp
    -- pair the vanishing gradient with `p`
    have h := congrArg (fun v => p ⬝ᵥ v) ((hiff p).1 hp)
    simp only [bondGradient, Matrix.mulVec_add, dotProduct_add, dotProduct_zero] at h
    rw [dot_transpose D p (J *ᵥ (D *ᵥ p))] at h
    have h1 : κ * (p ⬝ᵥ p) ≤ -(p ⬝ᵥ Dᵀ *ᵥ χ) := by linarith [hJ0 (D *ᵥ p), hKκ p]
    have h2 : 0 ≤ (κ • p + Dᵀ *ᵥ χ) ⬝ᵥ (κ • p + Dᵀ *ᵥ χ) :=
      Finset.sum_nonneg fun i _ => mul_self_nonneg ((κ • p + Dᵀ *ᵥ χ) i)
    simp only [dotProduct_add, add_dotProduct, smul_dotProduct, dotProduct_smul,
      smul_eq_mul] at h2
    rw [dotProduct_comm (Dᵀ *ᵥ χ) p] at h2
    have h3 := mul_le_mul_of_nonneg_left h1 hκ.le
    have h0 : 0 ≤ p ⬝ᵥ p := Finset.sum_nonneg fun i _ => mul_self_nonneg (p i)
    rw [le_div_iff₀ hκ, length, length]
    apply Real.le_sqrt_of_sq_le
    rw [mul_pow, Real.sq_sqrt h0]
    linarith
```

Now keep $\chi$, $J$ and $D$ fixed and let $K$ vary with $\kappa\to\infty$, so that all bonds stiffen together. Each component obeys $|p_i|\le\|p\|\le\|b\|/\kappa\to0$. The filter `l` covers sequences and continuous parameters alike.

```lean
/-- The limit of stiff bonds: with `J` symmetric positive semidefinite and symmetric bond matrices
bounded below by `κ > 0`, the minimising split charges vanish as `κ → ∞`. -/
theorem stiff_limit {ι : Type*} {l : Filter ι} {K : ι → Matrix m m ℝ} {κ : ι → ℝ}
    {p : ι → m → ℝ} (hJ : J.IsSymm) (hJ0 : ∀ q, 0 ≤ q ⬝ᵥ J *ᵥ q)
    (hK : ∀ s, (K s).IsSymm) (hκ : ∀ s, 0 < κ s)
    (hKκ : ∀ s v, κ s * (v ⬝ᵥ v) ≤ v ⬝ᵥ K s *ᵥ v)
    (hlim : Tendsto κ l atTop) (hp : ∀ s, IsMinimiser χ J D (K s) (p s)) :
    Tendsto p l (𝓝 0) := by
  refine tendsto_pi_nhds.2 fun i => ?_
  refine squeeze_zero_norm (a := fun s => length (Dᵀ *ᵥ χ) / κ s) (fun s => ?_)
    (tendsto_const_nhds.div_atTop hlim)
  -- each split charge is bounded by the norm of the whole vector
  have h1 : (p s i) ^ 2 ≤ p s ⬝ᵥ p s := by
    rw [sq]
    exact Finset.single_le_sum (f := fun j => p s j * p s j)
      (fun j _ => mul_self_nonneg (p s j)) (Finset.mem_univ i)
  rw [Real.norm_eq_abs]
  exact (Real.abs_le_sqrt h1).trans
    ((unique_minimiser_and_bound χ D hJ hJ0 (hK s) (hκ s) (hKκ s)).2 (p s) (hp s))
```

For $J=0$ and $K=\kappa\mathbf 1$, balance reads $\kappa p=-b$, so the bound is an equality. This is an idealised case, with no atomic hardness and no Coulomb interaction between atoms; it shows that the general bound cannot be improved by a constant factor.

```lean
/-- The bound is sharp: for `J = 0` and equal uncoupled bonds of hardness `κ > 0`, the
minimiser attains it. -/
theorem bound_sharp [DecidableEq m] (hκ : 0 < κ) {p : m → ℝ}
    (hp : IsMinimiser χ 0 D (κ • (1 : Matrix m m ℝ)) p) :
    length p = length (Dᵀ *ᵥ χ) / κ := by
  have hb := (isMinimiser_iff (κ := κ) Matrix.isSymm_zero (by simp)
    (Matrix.isSymm_one.smul κ) hκ (by simp [Matrix.smul_mulVec]) p).1 hp
  simp only [bondGradient, Matrix.zero_mulVec, add_zero, Matrix.smul_mulVec,
    Matrix.one_mulVec] at hb
  have h1 : (Dᵀ *ᵥ χ) ⬝ᵥ (Dᵀ *ᵥ χ) = κ ^ 2 * (p ⬝ᵥ p) := by
    rw [eq_neg_of_add_eq_zero_left hb]
    simp only [neg_dotProduct, dotProduct_neg, smul_dotProduct, dotProduct_smul, smul_eq_mul]
    ring
  rw [eq_div_iff hκ.ne', length, length, h1, Real.sqrt_mul (sq_nonneg κ),
    Real.sqrt_sq hκ.le, mul_comm]
```

## A diatomic with numbers

Take $\chi=(0,3)$, $J_{00}=J_{11}=2$, $J_{01}=1$ and $\kappa=1$. The opening formula gives $p=3/(2+1)=1$, within the bound of 3. Semidefiniteness follows from $q\cdot Jq=q_0^2+q_1^2+(q_0+q_1)^2$, and the minimiser is confirmed by its zero gradient.

```lean
/-- A diatomic with one bond and coupled atoms: its hardness matrix is symmetric positive
semidefinite, its bond matrix is symmetric and bounded below by `1`, and the split charge `1`
minimises its energy. -/
theorem diatomic_witness :
    (!![2, 1; 1, 2] : Matrix (Fin 2) (Fin 2) ℝ).IsSymm ∧
    (∀ q : Fin 2 → ℝ, 0 ≤ q ⬝ᵥ !![2, 1; 1, 2] *ᵥ q) ∧
    (!![1] : Matrix (Fin 1) (Fin 1) ℝ).IsSymm ∧
    (∀ p : Fin 1 → ℝ, 1 * (p ⬝ᵥ p) ≤ p ⬝ᵥ !![1] *ᵥ p) ∧
    IsMinimiser ![0, 3] !![2, 1; 1, 2] !![1; -1] !![1] ![1] := by
  have hJ : (!![2, 1; 1, 2] : Matrix (Fin 2) (Fin 2) ℝ).IsSymm := by
    ext i j
    fin_cases i <;> fin_cases j <;> simp
  have hJ0 : ∀ q : Fin 2 → ℝ, 0 ≤ q ⬝ᵥ !![2, 1; 1, 2] *ᵥ q := by
    intro q
    have h : q ⬝ᵥ !![2, 1; 1, 2] *ᵥ q = q 0 ^ 2 + q 1 ^ 2 + (q 0 + q 1) ^ 2 := by
      simp [Matrix.mulVec, dotProduct, Fin.sum_univ_two]
      ring
    rw [h]
    positivity
  have hK : (!![1] : Matrix (Fin 1) (Fin 1) ℝ).IsSymm := by
    ext i j
    fin_cases i
    fin_cases j
    rfl
  have hKκ : ∀ p : Fin 1 → ℝ, 1 * (p ⬝ᵥ p) ≤ p ⬝ᵥ !![1] *ᵥ p := by
    intro p
    simp [Matrix.mulVec, dotProduct]
  refine ⟨hJ, hJ0, hK, hKκ, (isMinimiser_iff hJ hJ0 hK one_pos hKκ _).2 ?_⟩
  ext i
  fin_cases i
  simp [bondGradient, Matrix.mulVec, dotProduct, Fin.sum_univ_two]
  norm_num

end

end SplitChargeEquilibration
```

```lean
#print axioms SplitChargeEquilibration.unique_minimiser_and_bound
#print axioms SplitChargeEquilibration.stiff_limit
#print axioms SplitChargeEquilibration.bound_sharp
```

```
'SplitChargeEquilibration.unique_minimiser_and_bound' depends on axioms: [propext, Classical.choice, Quot.sound]
'SplitChargeEquilibration.stiff_limit' depends on axioms: [propext, Classical.choice, Quot.sound]
'SplitChargeEquilibration.bound_sharp' depends on axioms: [propext, Classical.choice, Quot.sound]
```

For fluctuating-charge simulations with this quadratic energy and finitely many atoms, the result means that the charge equations have one solution at each geometry where the conditions on $J$ and $K$ hold. That a real molecule's energy is well described by atomic charges and a quadratic form in them is a physical assumption, which is not proved here.
